# For a > 0, the squared gradient of x³ + a x is smallest where the potential is not stationary

A saddle search that minimizes the squared gradient comes to rest where the slope of (V′)² vanishes. If that is taken as proof of a stationary point, the search on V(x) = x³ + x reports one at x = 0. The force there is −1, and this potential has no stationary point anywhere. The results below show when such a false answer arises in one dimension, and that steepest descent with a short enough step converges to it for the family x³ + a x with a > 0.

## The potential, the objective and the search

V is a real function of one real coordinate x, in dimensionless units, and primes denote derivatives. The parameter a is the slope of the model potential at its inflection point x = 0.

```lean
import Mathlib

open Filter Topology

namespace SquaredGradientSearch

noncomputable section

/-- The one-dimensional potential `V(x) = x³ + a x`. -/
def cubic (a x : ℝ) : ℝ := x ^ 3 + a * x
```

The objective is the squared gradient, written with Mathlib's derivative `deriv`.

```lean
/-- The squared gradient `(V'(x))²` of a one-dimensional potential. -/
def sqGrad (V : ℝ → ℝ) (x : ℝ) : ℝ := (deriv V x) ^ 2
```

The search is fixed-step steepest descent on that objective, with step parameter η:

x_new = x − η · d/dx (V′(x))²

```lean
/-- One steepest-descent step of length parameter `η` on the squared gradient of `V`. -/
def descentStep (V : ℝ → ℝ) (η x : ℝ) : ℝ := x - η * deriv (sqGrad V) x
```

In the theorems, `HasDerivAt V 0 x` says that V has a derivative at x and that it equals zero, which is what "stationary" means here. The expression `(descentStep (cubic a) η)^[k] x₀` is the position xₖ after k steps from x₀.

## Differentiability: a force and a curvature that exist

Physically, V must have a well-defined force, and the force must have a well-defined rate of change. By hand, the product rule then gives

d/dx (V′)² = 2 V′ V″

The hypothesis `hg` supplies the differentiability of V′. The proof writes the square as a product and applies the product rule.

```lean
/-- The slope of the squared gradient is twice the gradient times the curvature. -/
theorem hasDerivAt_sqGrad {V : ℝ → ℝ} {x : ℝ} (hg : DifferentiableAt ℝ (deriv V) x) :
    HasDerivAt (sqGrad V) (2 * deriv V x * deriv (deriv V) x) x := by
  have e : sqGrad V = fun y => deriv V y * deriv V y := by
    funext y
    simp only [sqGrad]
    ring
  rw [e]
  exact (hg.hasDerivAt.fun_mul hg.hasDerivAt).congr_deriv (by ring)
```

Without `hg` the formula can fail. If V′(x) = 1 + |x|, the squared gradient has a kink at its minimum x = 0 and no slope there.

A product vanishes exactly when a factor does, so (V′)² is stationary where V′ = 0 or V″ = 0. The second alternative is the source of the false answers. The next theorem also needs `hV`, the differentiability of V itself: Lean's `deriv` returns 0 where no derivative exists, so `deriv V x = 0` alone would not establish a stationary point.

```lean
/-- The squared gradient is stationary exactly where the potential is stationary or its
curvature vanishes. -/
theorem sqGrad_stationary_iff {V : ℝ → ℝ} {x : ℝ} (hV : DifferentiableAt ℝ V x)
    (hg : DifferentiableAt ℝ (deriv V) x) :
    HasDerivAt (sqGrad V) 0 x ↔ HasDerivAt V 0 x ∨ deriv (deriv V) x = 0 := by
  constructor
  · intro h
    have e := (hasDerivAt_sqGrad hg).unique h
    rcases mul_eq_zero.mp e with h1 | h1
    · left
      have h2 : deriv V x = 0 := by linarith
      have h3 := hV.hasDerivAt
      rwa [h2] at h3
    · exact Or.inr h1
  · rintro (h | h)
    · exact (hasDerivAt_sqGrad hg).congr_deriv (by simp [h.deriv])
    · exact (hasDerivAt_sqGrad hg).congr_deriv (by simp [h])
```

From left to right, the proof equates the two expressions for the slope, using uniqueness of the derivative, and splits the zero product. From right to left, it substitutes the vanishing factor into the slope formula.

## Zero curvature, with gradient and third derivative of equal sign

At a point p, the hypothesis `h2` says that V″(p) = 0: the force is momentarily constant to first order. The hypothesis `h3` says that V′(p)V‴(p) > 0, so the gradient is nonzero and, together with `h2`, its magnitude grows on both sides of p.

Differentiating the slope once more gives

d²/dx² (V′)² = 2 (V″)² + 2 V′ V‴

At p the first term is zero by `h2`, and the second is positive by `h3`. The second-derivative test gives a local minimum of the squared gradient, while V′(p) ≠ 0 means that V is not stationary.

```lean
/-- At a point of zero curvature where the gradient and the third derivative have the same
sign, the squared gradient has a local minimum although the potential is not stationary. -/
theorem spurious_local_min {V : ℝ → ℝ} {p : ℝ} (hg : Differentiable ℝ (deriv V))
    (h2 : deriv (deriv V) p = 0)
    (h3 : 0 < deriv V p * deriv (deriv (deriv V)) p) :
    IsLocalMin (sqGrad V) p ∧ ¬ HasDerivAt V 0 p := by
  have hne : deriv V p ≠ 0 := left_ne_zero_of_mul h3.ne'
  have h3d : DifferentiableAt ℝ (deriv (deriv V)) p :=
    differentiableAt_of_deriv_ne_zero (right_ne_zero_of_mul h3.ne')
  have e : deriv (sqGrad V) = fun x => 2 * deriv V x * deriv (deriv V) x :=
    funext fun x => (hasDerivAt_sqGrad (hg x)).deriv
  -- the second derivative of the squared gradient at `p` is `2 V' V'''`
  have d2 : HasDerivAt (deriv (sqGrad V))
      (2 * (deriv V p * deriv (deriv (deriv V)) p)) p := by
    rw [e]
    exact (((hg p).hasDerivAt.const_mul (2 : ℝ)).fun_mul h3d.hasDerivAt).congr_deriv
      (by simp only [h2]; ring)
  refine ⟨isLocalMin_of_deriv_deriv_pos ?_ ?_ ?_, fun h => hne h.deriv⟩
  · rw [d2.deriv]
    linarith
  · rw [(hasDerivAt_sqGrad (hg p)).deriv, h2, mul_zero]
  · exact (hasDerivAt_sqGrad (hg p)).continuousAt
```

The proof follows the same route. `d2` is the second derivative at p, and `isLocalMin_of_deriv_deriv_pos` is the test. `h3` does double duty: both factors must be nonzero, which yields the nonzero gradient and also the differentiability of V″ at p.

Without `h2`, a point with nonzero gradient has a nonzero slope of (V′)² and is no minimum. If `h2` holds but the product in `h3` is negative, p is a local maximum of the squared gradient; if the product is zero, this test does not decide.

## A positive slope a at the inflection point

For the model potential,

V′(x) = 3x² + a

V″(x) = 6x

```lean
/-- The gradient of `x³ + a x` is `3x² + a`. -/
theorem hasDerivAt_cubic (a x : ℝ) : HasDerivAt (cubic a) (3 * x ^ 2 + a) x := by
  have h := (hasDerivAt_pow 3 x).fun_add ((hasDerivAt_id' x).const_mul a)
  exact h.congr_deriv (by norm_num)

/-- The curvature of `x³ + a x` is `6x`. -/
theorem hasDerivAt_deriv_cubic (a x : ℝ) : HasDerivAt (deriv (cubic a)) (6 * x) x := by
  have e : deriv (cubic a) = fun y => 3 * y ^ 2 + a :=
    funext fun y => (hasDerivAt_cubic a y).deriv
  rw [e]
  have h := ((hasDerivAt_pow 2 x).const_mul (3 : ℝ)).add_const a
  exact h.congr_deriv (by norm_num; ring)
```

The hypothesis a > 0 means that the potential rises everywhere, with gradient at least a, so the force always points towards negative x. Since 3x² + a > 0, no stationary point exists. For the squared gradient,

(3x² + a)² − a² = 9x⁴ + 6a x²

The right-hand side is positive for every x ≠ 0 when a > 0. Hence x = 0 is the unique global minimum, with V′(0) = a and V″(0) = 0.

```lean
/-- For `a > 0` the potential `x³ + a x` has no stationary point, yet its squared gradient has
a unique global minimum at `x = 0`, where the gradient is `a` and the curvature is zero. -/
theorem sqGrad_min_not_stationary {a : ℝ} (ha : 0 < a) :
    (∀ x, ¬ HasDerivAt (cubic a) 0 x) ∧
    (∀ x, x ≠ 0 → sqGrad (cubic a) 0 < sqGrad (cubic a) x) ∧
    deriv (cubic a) 0 = a ∧ deriv (deriv (cubic a)) 0 = 0 := by
  refine ⟨fun x h => ?_, fun x hx => ?_, ?_, ?_⟩
  · have h0 := h.unique (hasDerivAt_cubic a x)
    nlinarith [sq_nonneg x]
  · simp only [sqGrad, (hasDerivAt_cubic a _).deriv]
    have hx2 : 0 < x ^ 2 := by positivity
    nlinarith [mul_pos ha hx2, mul_pos hx2 hx2]
  · rw [(hasDerivAt_cubic a 0).deriv]
    norm_num
  · rw [(hasDerivAt_deriv_cubic a 0).deriv]
    norm_num
```

The four parts of the conclusion are these same statements, and the example in the opening is a = 1. In the first part, a supposed zero derivative is equated with 3x² + a, which contradicts x² ≥ 0 and a > 0. In the second, `nlinarith` receives the positivity of a x² and x⁴, the two terms in the difference above.

Without a > 0 the absence of stationary points is lost at once. Solving 3x² + a = 0 gives

x = ±√(−a/3)

which is real exactly when a ≤ 0. The proof uses the nonnegative root as its witness.

```lean
/-- The potential `x³ + a x` has a stationary point exactly when `a ≤ 0`. -/
theorem exists_stationary_iff (a : ℝ) : (∃ x, HasDerivAt (cubic a) 0 x) ↔ a ≤ 0 := by
  constructor
  · rintro ⟨x, h⟩
    have h0 := h.unique (hasDerivAt_cubic a x)
    nlinarith [sq_nonneg x]
  · intro ha
    refine ⟨√(-a / 3), (hasDerivAt_cubic a _).congr_deriv ?_⟩
    rw [Real.sq_sqrt (by linarith)]
    ring
```

At a = 0 the point x = 0 is itself stationary. For a < 0 the potential has a local minimum and a local maximum, and the squared gradient reaches zero at both.

## A positive step that is short enough

The hypothesis η > 0 points each step in the downhill direction of the squared gradient. The hypothesis `hs` limits the step:

η (12a + 36x₀²) ≤ 1

Inserting V′ and V″ into the descent rule gives

xₖ₊₁ = xₖ [1 − 12η(3xₖ² + a)]

Suppose that |xₖ| ≤ |x₀|. By `hs` the bracket is then nonnegative, and because xₖ² ≥ 0 and η > 0 it is at most 1 − 12aη. The next iterate therefore stays within the initial distance, and induction gives

|xₖ| ≤ (1 − 12aη)ᵏ |x₀|

```lean
/-- With a sufficiently short step, steepest descent on the squared gradient of `x³ + a x`
approaches `x = 0` at least geometrically. -/
theorem descent_bound {a η x₀ : ℝ} (ha : 0 < a) (hη : 0 < η)
    (hs : η * (12 * a + 36 * x₀ ^ 2) ≤ 1) (k : ℕ) :
    |(descentStep (cubic a) η)^[k] x₀| ≤ (1 - 12 * a * η) ^ k * |x₀| := by
  have step : ∀ x, descentStep (cubic a) η x = x * (1 - 12 * η * (3 * x ^ 2 + a)) := by
    intro x
    unfold descentStep
    rw [(hasDerivAt_sqGrad (hasDerivAt_deriv_cubic a x).differentiableAt).deriv,
      (hasDerivAt_deriv_cubic a x).deriv, (hasDerivAt_cubic a x).deriv]
    ring
  have hq0 : 0 ≤ 1 - 12 * a * η := by nlinarith [mul_nonneg hη.le (sq_nonneg x₀)]
  have hq1 : 1 - 12 * a * η ≤ 1 := by nlinarith [mul_pos ha hη]
  induction k with
  | zero => simp
  | succ k ih =>
    rw [Function.iterate_succ_apply', step, abs_mul]
    generalize (descentStep (cubic a) η)^[k] x₀ = y at ih ⊢
    -- the iterate has not left the initial interval
    have hy : |y| ≤ |x₀| :=
      ih.trans (mul_le_of_le_one_left (abs_nonneg _) (pow_le_one₀ hq0 hq1))
    have hy2 : y ^ 2 ≤ x₀ ^ 2 := sq_le_sq.mpr hy
    -- so the contraction factor lies between zero and `1 - 12 a η`
    have hf0 : 0 ≤ 1 - 12 * η * (3 * y ^ 2 + a) := by
      nlinarith [mul_le_mul_of_nonneg_left hy2 hη.le]
    have hf1 : 1 - 12 * η * (3 * y ^ 2 + a) ≤ 1 - 12 * a * η := by
      nlinarith [mul_nonneg hη.le (sq_nonneg y)]
    rw [abs_of_nonneg hf0]
    calc |y| * (1 - 12 * η * (3 * y ^ 2 + a))
        ≤ ((1 - 12 * a * η) ^ k * |x₀|) * (1 - 12 * a * η) :=
          mul_le_mul ih hf1 hf0 (mul_nonneg (pow_nonneg hq0 k) (abs_nonneg _))
      _ = (1 - 12 * a * η) ^ (k + 1) * |x₀| := by ring
```

In the proof, `step` is the factorised update, and `hq0` and `hq1` place 1 − 12aη between 0 and 1. Within the induction, `hy` keeps the iterate in the initial interval, while `hf0` and `hf1` are the two bounds on the bracket. The final `calc` multiplies the bound for k steps by one more factor.

Since a and η are both positive, 1 − 12aη is strictly less than 1. Its powers tend to zero and squeeze the iterates to x = 0.

```lean
/-- For `a > 0` and a sufficiently short step, steepest descent on the squared gradient of
`x³ + a x` converges to `x = 0`, which is not a stationary point of the potential. -/
theorem descent_converges_to_nonstationary {a η x₀ : ℝ} (ha : 0 < a) (hη : 0 < η)
    (hs : η * (12 * a + 36 * x₀ ^ 2) ≤ 1) :
    Tendsto (fun k : ℕ => (descentStep (cubic a) η)^[k] x₀) atTop (𝓝 0) ∧
    ¬ HasDerivAt (cubic a) 0 0 := by
  refine ⟨?_, (sqGrad_min_not_stationary ha).1 0⟩
  have hq0 : 0 ≤ 1 - 12 * a * η := by nlinarith [mul_nonneg hη.le (sq_nonneg x₀)]
  have hq1 : 1 - 12 * a * η < 1 := by nlinarith [mul_pos ha hη]
  have h := (tendsto_pow_atTop_nhds_zero_of_lt_one hq0 hq1).mul_const |x₀|
  rw [zero_mul] at h
  refine squeeze_zero_norm (fun k => ?_) h
  rw [Real.norm_eq_abs]
  exact descent_bound ha hη hs k

end

end SquaredGradientSearch
```

The second half of the conclusion, that V is not stationary at the limit, comes from the earlier theorem for a > 0.

```lean
#print axioms SquaredGradientSearch.spurious_local_min
#print axioms SquaredGradientSearch.sqGrad_min_not_stationary
#print axioms SquaredGradientSearch.exists_stationary_iff
#print axioms SquaredGradientSearch.descent_converges_to_nonstationary
```

```
'SquaredGradientSearch.spurious_local_min' depends on axioms: [propext, Classical.choice, Quot.sound]
'SquaredGradientSearch.sqGrad_min_not_stationary' depends on axioms: [propext, Classical.choice, Quot.sound]
'SquaredGradientSearch.exists_stationary_iff' depends on axioms: [propext, Classical.choice, Quot.sound]
'SquaredGradientSearch.descent_converges_to_nonstationary' depends on axioms: [propext, Classical.choice, Quot.sound]
```

With η = 0 the search does not move, and with η < 0 it climbs away from zero unless it starts there. The limit in `hs` is sufficient but not sharp: a somewhat longer step overshoots zero and still contracts. From any start x₀ ≠ 0, a much longer one diverges. For a = 1, x₀ = 1 and η = 0.05, the first bracket is −1.4, and the iterates run 1, −1.4, 4.38 and onwards with growing magnitude.

## Two steps with a = 1

Take x₀ = 1 and η = 0.01. The step condition holds, since 0.01 · 48 = 0.48 ≤ 1. The first two steps are

x₁ = 1 · (1 − 0.12 · 4) = 0.52

x₂ = 0.52 · (1 − 0.12 · 1.8112) ≈ 0.407

The guaranteed bounds are 0.88 and 0.7744, so the actual approach is faster at first. The squared gradient falls from 16 to about 3.28 and then 2.24, but its limit is 1, not 0.

This one-coordinate, fixed-step model shows that convergence of a squared-gradient search does not by itself establish a stationary point: the gradient at the limit must also be zero. A small but nonzero limiting value, as for small a > 0, is not enough, and a point where the gradient does vanish may still be a minimum rather than the barrier top that a saddle search looks for, which in one coordinate is a maximum. Surfaces with several coordinates, where a Hessian matrix takes the place of V″, are not covered by these theorems, and the convergence result does not cover searches with line minimization or adaptive steps.
